# Unique steady state, saturation and power broadening of a driven two-level atom with positive decay rates

A laser drives a two-level atom while its excitation and its optical coherence decay, and we ask how much population remains in the upper level once transients have died out. The atom is represented here by a Bloch vector of three arbitrary real numbers: the coherence quadratures u and v, and the inversion w, which is −1 in the ground state and +1 in the excited state. The vector is not required to lie in the unit ball, so the results hold for every real solution of the equations.

In Lean 4 with Mathlib:

```lean
import Mathlib

open Real

namespace OpticalBlochSteadyState

noncomputable section

/-- A Bloch vector: the two quadratures `u`, `v` of the optical coherence and the
population inversion `w`. -/
@[ext]
structure BlochVector where
  u : ℝ
  v : ℝ
  w : ℝ
```

## Stationarity under constant drive and decay

The constants are the population decay rate g, the coherence decay rate G, the detuning d of the laser from the atomic transition and the Rabi frequency R, the last two as angular frequencies. At resonance and without decay, the inversion of an atom that starts in the ground state oscillates at the angular frequency |R|. In the common notation g = 1/T₁ and G = 1/T₂; note that many texts use a capital Γ for the population rate instead. `IsSteady` states the three balance equations:

(1) G u + d v = 0

(2) d u − G v + R w = 0

(3) g (w + 1) + R v = 0

The constant 1 in (3) makes the undriven atom relax to w = −1, which stands for surroundings with no thermal excitation at the optical frequency.

```lean
/-- The steady optical Bloch equations with population decay rate `g`, coherence decay
rate `G`, detuning `d` and Rabi frequency `R`. -/
def IsSteady (g G d R : ℝ) (x : BlochVector) : Prop :=
  G * x.u + d * x.v = 0 ∧ d * x.u - G * x.v + R * x.w = 0 ∧ g * (x.w + 1) + R * x.v = 0
```

These are the stationary points of the time-dependent equations in `IsTrajectory`, where u, v and w have the derivatives −(G u + d v), d u − G v + R w and −(g (w + 1) + R v) at every real time.

```lean
/-- The time-dependent optical Bloch equations for a trajectory `x`. -/
def IsTrajectory (g G d R : ℝ) (x : ℝ → BlochVector) : Prop :=
  ∀ t, HasDerivAt (fun s => (x s).u) (-(G * (x t).u + d * (x t).v)) t ∧
    HasDerivAt (fun s => (x s).v) (d * (x t).u - G * (x t).v + R * (x t).w) t ∧
    HasDerivAt (fun s => (x s).w) (-(g * ((x t).w + 1) + R * (x t).v)) t
```

The step from this model to a real atom is the derivation of these equations from the atom–light interaction, including the rotating-wave approximation and constant decay rates; it is assumed.

The upper population is (1 + w)/2. The saturation parameter S = R²/(gG) is the resonant one and does not contain the detuning, unlike some textbook definitions.

```lean
/-- The population of the upper level. -/
def upperPop (x : BlochVector) : ℝ := (1 + x.w) / 2

/-- The saturation parameter `S = R² / (g G)`, for nonzero decay rates. -/
def saturation (g G R : ℝ) : ℝ := R ^ 2 / (g * G)
```

`distSq` is the squared Euclidean distance between Bloch vectors, and `steadyState` writes out the candidate solution.

```lean
/-- The squared distance between two Bloch vectors. -/
def distSq (x y : BlochVector) : ℝ :=
  (x.u - y.u) ^ 2 + (x.v - y.v) ^ 2 + (x.w - y.w) ^ 2

/-- The explicit solution of the steady Bloch equations, for parameters with
`g (d² + G²) + R² G ≠ 0`. -/
def steadyState (g G d R : ℝ) : BlochVector where
  u := d * R * g / (g * (d ^ 2 + G ^ 2) + R ^ 2 * G)
  v := -(R * G * g) / (g * (d ^ 2 + G ^ 2) + R ^ 2 * G)
  w := -(g * (d ^ 2 + G ^ 2)) / (g * (d ^ 2 + G ^ 2) + R ^ 2 * G)
```

Without stationarity the population formula has no force: an atom prepared with w = 1 has upper population 1, whatever the drive.

## Positive decay rates g and G

Positive rates mean that both the excitation and the coherence are really lost. Taking d times (1) minus G times (2) removes u:

(d² + G²) v = G R w

Multiply (3) by d² + G² and insert this relation. With D = g (d² + G²) + R² G, the result is

D w = −g (d² + G²)

Adding g times the relation for v to R G times (3) removes w:

D v = −R G g

Positivity of g and G gives D > 0, so w and v are fixed. Equation (1) then gives u = −d v/G = d R g/D, which uses G ≠ 0. Conversely, these values satisfy (1) and (2) by direct cancellation, and (3) because w + 1 = R² G/D.

In `isSteady_iff`, `positivity` supplies D ≠ 0. The facts `kv`, `kw` and `ku` are the three multiplied-out equations, each obtained by `linear_combination` with the multipliers above; for `ku` the factor G is cancelled. The reverse direction is the substitution.

```lean
/-- For positive decay rates, a Bloch vector is steady exactly when it is the explicit
solution `steadyState`. -/
theorem isSteady_iff {g G : ℝ} (hg : 0 < g) (hG : 0 < G) (d R : ℝ) (x : BlochVector) :
    IsSteady g G d R x ↔ x = steadyState g G d R := by
  have hK : g * (d ^ 2 + G ^ 2) + R ^ 2 * G ≠ 0 := by positivity
  constructor
  · rintro ⟨e1, e2, e3⟩
    -- eliminate two components at a time
    have kv : x.v * (g * (d ^ 2 + G ^ 2) + R ^ 2 * G) = -(R * G * g) := by
      linear_combination g * (d * e1 - G * e2) + R * G * e3
    have kw : x.w * (g * (d ^ 2 + G ^ 2) + R ^ 2 * G) = -(g * (d ^ 2 + G ^ 2)) := by
      linear_combination (d ^ 2 + G ^ 2) * e3 - R * (d * e1 - G * e2)
    have ku : x.u * (g * (d ^ 2 + G ^ 2) + R ^ 2 * G) = d * R * g := by
      apply mul_left_cancel₀ hG.ne'
      linear_combination (g * (d ^ 2 + G ^ 2) + R ^ 2 * G) * e1 - d * kv
    have hu := (eq_div_iff hK).mpr ku
    have hv := (eq_div_iff hK).mpr kv
    have hw := (eq_div_iff hK).mpr kw
    exact BlochVector.ext hu hv hw
  · rintro rfl
    have hKK := mul_inv_cancel₀ hK
    unfold IsSteady steadyState
    refine ⟨by ring, by ring, ?_⟩
    linear_combination (-g) * hKK
```

For the population, insert w and then R² = S g G:

(1 + w)/2 = R² G/(2D) = S G²/(2(d² + G²(1 + S)))

The last step cancels a common factor g. `upperPop_eq` does the same: `hS` is the relation between S and R², and `mul_left_cancel₀` removes g.

```lean
/-- For positive decay rates, the upper population of a steady state is
`S G² / (2 (d² + G² (1 + S)))`. -/
theorem upperPop_eq {g G d R : ℝ} (hg : 0 < g) (hG : 0 < G) {x : BlochVector}
    (hx : IsSteady g G d R x) :
    upperPop x = saturation g G R * G ^ 2 /
      (2 * (d ^ 2 + G ^ 2 * (1 + saturation g G R))) := by
  obtain ⟨e1, e2, e3⟩ := hx
  have hS0 : 0 ≤ saturation g G R := by unfold saturation; positivity
  have hS : saturation g G R * (g * G) = R ^ 2 :=
    div_mul_cancel₀ _ (mul_pos hg hG).ne'
  have kw : x.w * (g * (d ^ 2 + G ^ 2) + R ^ 2 * G) = -(g * (d ^ 2 + G ^ 2)) := by
    linear_combination (d ^ 2 + G ^ 2) * e3 - R * (d * e1 - G * e2)
  rw [eq_div_iff (by positivity)]
  unfold upperPop
  apply mul_left_cancel₀ hg.ne'
  linear_combination kw + G * x.w * hS
```

The population is below 1/2 because S G² < d² + G² + S G², which needs only G² > 0 once the denominator is positive. The next theorem combines this bound with existence and uniqueness, written `∃!`; `nlinarith` closes the inequality.

```lean
/-- For positive decay rates the steady Bloch equations have exactly one solution; its upper
population is `S G² / (2 (d² + G² (1 + S)))` and lies below one half. -/
theorem steady_state_unique_and_population {g G : ℝ} (hg : 0 < g) (hG : 0 < G) (d R : ℝ) :
    (∃! x, IsSteady g G d R x) ∧ ∀ x, IsSteady g G d R x →
      upperPop x = saturation g G R * G ^ 2 /
        (2 * (d ^ 2 + G ^ 2 * (1 + saturation g G R))) ∧ upperPop x < 1 / 2 := by
  refine ⟨⟨steadyState g G d R, (isSteady_iff hg hG d R _).mpr rfl,
    fun y hy => (isSteady_iff hg hG d R y).mp hy⟩, fun x hx => ⟨upperPop_eq hg hG hx, ?_⟩⟩
  have hS0 : 0 ≤ saturation g G R := by unfold saturation; positivity
  have hG2 : 0 < G ^ 2 := by positivity
  rw [upperPop_eq hg hG hx, div_lt_iff₀ (by positivity)]
  nlinarith [sq_nonneg d]
```

For a statement that covers every d and R, zero rates have to be excluded. If g = 0 and R = 0 with G > 0, every vector with u = v = 0 is steady, so w is undetermined. If G = 0 and d = 0 with g > 0 and R ≠ 0, the component u is undetermined. Nonzero rates of opposite sign can fail too: for g = −1, G = 1, d = 0, R = 1 there is no solution. The last two examples are mathematical, not physical: decay rates are not negative, and a real atom obeys G ≥ g/2. The theorems do not need this last inequality.

## A drive that is not zero

The condition R ≠ 0 says that the laser is on, so that S > 0 and there is a line whose width can be measured. Write W = G√(1 + S). The population at detuning d is

S G²/(2(d² + W²))

Its denominator is smallest at d = 0, so the population is largest at resonance. It equals half of its resonant value when

S G²/(2(d² + W²)) = S G²/(4W²)

Cancelling S G² > 0 leaves d² + W² = 2W², that is, |d| = W. The half-width at half-maximum therefore grows from G at weak drive to G√(1 + S), and the full width is twice that.

In `power_broadening`, `x` and `x₀` are steady states at detunings d and 0 with the same g, G and R. After both populations are replaced by their formulas, `generalize` turns the saturation parameter into a plain positive number S. Cross-multiplication gives the maximum. For the half-width, `mul_left_cancel₀ ha.ne'` cancels S G², and this is where R ≠ 0 enters; the square root of d² is then |d|.

```lean
/-- Power broadening: for positive decay rates and nonzero drive, the steady upper population
is largest at resonance, and it is half of its resonant value exactly at the detunings
with `|d| = G √(1 + S)`. -/
theorem power_broadening {g G d R : ℝ} (hg : 0 < g) (hG : 0 < G) (hR : R ≠ 0)
    {x x₀ : BlochVector} (hx : IsSteady g G d R x) (hx₀ : IsSteady g G 0 R x₀) :
    upperPop x ≤ upperPop x₀ ∧
      (upperPop x = upperPop x₀ / 2 ↔ |d| = G * √(1 + saturation g G R)) := by
  have hS : 0 < saturation g G R := by unfold saturation; positivity
  rw [upperPop_eq hg hG hx, upperPop_eq hg hG hx₀]
  generalize saturation g G R = S at hS ⊢
  have ha : 0 < S * G ^ 2 := by positivity
  have hW : 0 ≤ G * √(1 + S) := by positivity
  have hW2 : (G * √(1 + S)) ^ 2 = G ^ 2 * (1 + S) := by
    rw [mul_pow, Real.sq_sqrt (by positivity)]
  constructor
  · rw [div_le_div_iff₀ (by positivity) (by positivity)]
    nlinarith [mul_nonneg ha.le (sq_nonneg d)]
  · rw [div_div, div_eq_div_iff (by positivity) (by positivity)]
    constructor
    · intro h
      have h1 := mul_left_cancel₀ ha.ne' h
      have h2 : d ^ 2 = (G * √(1 + S)) ^ 2 := by linarith
      rw [← Real.sqrt_sq_eq_abs, h2, Real.sqrt_sq hW]
    · intro h
      have h2 : d ^ 2 = G ^ 2 * (1 + S) := by rw [← sq_abs, h, hW2]
      rw [h2]
      ring
```

With R = 0 the population vanishes at every detuning. The inequality survives, but "half of the resonant value" then holds for all d, and the equivalence with |d| = G fails.

For a single two-level system, these formulas give the long-time population that a simulation of the Bloch equations above should approach, and the width of the line in the total fluorescence when the driving laser itself is scanned slowly at constant intensity. The spectrum seen by a second, weak probe laser is a different quantity.

## A target population strictly between zero and one half

Here p is a prescribed upper population, and the question is whether some drive produces it at fixed g, G and d. Setting p = R² G/(2D) and solving for R² gives

R² = 2 g p (d² + G²)/(G (1 − 2p))

The right-hand side is positive because p > 0 and p < 1/2, so a positive root R exists. The bound 1/2 therefore cannot be lowered at any detuning.

`population_attained` takes this root, sets w = 2p − 1, and defines v from (3) and u from (1). Equation (2) then follows from the choice of R, after multiplication by R G.

```lean
/-- For positive decay rates and any detuning, every upper population strictly between
zero and one half is reached in the steady state of some drive `R > 0`. -/
theorem population_attained {g G p : ℝ} (hg : 0 < g) (hG : 0 < G) (d : ℝ)
    (hp : 0 < p) (hp' : p < 1 / 2) :
    ∃ R > 0, ∃ x, IsSteady g G d R x ∧ upperPop x = p := by
  have hq : 0 < 1 - 2 * p := by linarith
  have hQ : 0 < 2 * g * p * (d ^ 2 + G ^ 2) / (G * (1 - 2 * p)) := by positivity
  -- the drive strength that produces the population p
  obtain ⟨R, hR, hR2⟩ : ∃ R > 0, R ^ 2 * (G * (1 - 2 * p)) = 2 * g * p * (d ^ 2 + G ^ 2) :=
    ⟨_, Real.sqrt_pos.mpr hQ, by
      rw [Real.sq_sqrt hQ.le]; exact div_mul_cancel₀ _ (mul_pos hG hq).ne'⟩
  obtain ⟨v, hv⟩ : ∃ v, v * R = -(2 * g * p) := ⟨_, div_mul_cancel₀ _ hR.ne'⟩
  obtain ⟨u, hu⟩ : ∃ u, u * G = -(d * v) := ⟨_, div_mul_cancel₀ _ hG.ne'⟩
  have e1 : G * u + d * v = 0 := by linear_combination hu
  have e2 : d * u - G * v + R * (2 * p - 1) = 0 := by
    apply mul_left_cancel₀ (mul_pos hR hG).ne'
    linear_combination d * R * hu - (d ^ 2 + G ^ 2) * hv - hR2
  have e3 : g * (2 * p - 1 + 1) + R * v = 0 := by linear_combination hv
  refine ⟨R, hR, ⟨u, v, 2 * p - 1⟩, ⟨e1, e2, e3⟩, ?_⟩
  show (1 + (2 * p - 1)) / 2 = p
  ring
```

At p = 0 the formula returns R = 0, which is not a positive drive, and p ≥ 1/2 would contradict the bound already shown.

## A trajectory followed forward in time

The last result links the steady state to the motion. Let a, b and c be the differences between the components u, v and w of a trajectory and those of a steady state s. Subtracting the steady equations gives

a′ = −G a − d b

b′ = d a − G b + R c

c′ = −R b − g c

For Q = a² + b² + c² the terms with d and R cancel in pairs:

Q′ = −2G(a² + b²) − 2g c² ≤ −2mQ, with m = min(g, G)

Hence Q exp(2mt) never increases, and for t ≥ 0

Q(t) ≤ Q(0) exp(−2mt)

When m > 0, the distance itself, √Q, therefore shrinks at least as fast as exp(−mt).

In `relaxation`, `hD` is the formula for Q′, with the steady equations entering through `linear_combination`. The step `hanti` shows that Q exp(2mt) is antitone, using the sign of its derivative, and comparing times 0 and t finishes the proof.

```lean
/-- The squared distance of a Bloch trajectory from a steady state is, at times `t ≥ 0`,
at most its initial value times `exp (-2 min(g, G) t)`. -/
theorem relaxation {g G d R : ℝ} {x : ℝ → BlochVector} {s : BlochVector}
    (hx : IsTrajectory g G d R x) (hs : IsSteady g G d R s) {t : ℝ} (ht : 0 ≤ t) :
    distSq (x t) s ≤ distSq (x 0) s * exp (-(2 * min g G * t)) := by
  obtain ⟨e1, e2, e3⟩ := hs
  -- detuning and drive only rotate the Bloch vector, so they drop out here
  have hD : ∀ r, HasDerivAt (fun r => distSq (x r) s)
      (-2 * (G * (((x r).u - s.u) ^ 2 + ((x r).v - s.v) ^ 2)
        + g * ((x r).w - s.w) ^ 2)) r := by
    intro r
    obtain ⟨hu, hv, hw⟩ := hx r
    have hu' := hu.sub_const s.u
    have hv' := hv.sub_const s.v
    have hw' := hw.sub_const s.w
    have hfun : (fun q => distSq (x q) s) = fun q =>
        ((x q).u - s.u) * ((x q).u - s.u) + ((x q).v - s.v) * ((x q).v - s.v)
          + ((x q).w - s.w) * ((x q).w - s.w) := by
      funext q
      simp only [distSq]
      ring
    rw [hfun]
    refine (((hu'.fun_mul hu').fun_add (hv'.fun_mul hv')).fun_add
      (hw'.fun_mul hw')).congr_deriv ?_
    linear_combination (-2) * ((x r).u - s.u) * e1 + 2 * ((x r).v - s.v) * e2
      - 2 * ((x r).w - s.w) * e3
  have hF := fun r => (hD r).fun_mul (((hasDerivAt_id' r).const_mul (2 * min g G)).exp)
  have hanti : Antitone (fun r => distSq (x r) s * exp (2 * min g G * r)) := by
    apply antitone_of_deriv_nonpos (fun r => (hF r).differentiableAt)
    intro r
    rw [(hF r).deriv]
    have hk : -2 * (G * (((x r).u - s.u) ^ 2 + ((x r).v - s.v) ^ 2)
        + g * ((x r).w - s.w) ^ 2) + 2 * min g G * distSq (x r) s ≤ 0 := by
      unfold distSq
      nlinarith [mul_nonneg (sub_nonneg.mpr (min_le_right g G)) (sq_nonneg ((x r).u - s.u)),
        mul_nonneg (sub_nonneg.mpr (min_le_right g G)) (sq_nonneg ((x r).v - s.v)),
        mul_nonneg (sub_nonneg.mpr (min_le_left g G)) (sq_nonneg ((x r).w - s.w))]
    have hm := mul_nonpos_of_nonpos_of_nonneg hk (exp_pos (2 * min g G * r)).le
    linarith
  have h : distSq (x t) s * exp (2 * min g G * t) ≤
      distSq (x 0) s * exp (2 * min g G * 0) := hanti ht
  rw [mul_zero, Real.exp_zero, mul_one] at h
  rw [Real.exp_neg, ← div_eq_mul_inv, le_div_iff₀ (exp_pos _)]
  exact h

end

end OpticalBlochSteadyState
```

This theorem does not assume positive rates, but it gives decay only when m > 0; with g = 0 and R = 0 the inversion keeps its initial value for ever. For t < 0 the same monotonicity gives the reverse inequality.

```lean
#print axioms OpticalBlochSteadyState.steady_state_unique_and_population
-- 'OpticalBlochSteadyState.steady_state_unique_and_population' depends on axioms: [propext, Classical.choice, Quot.sound]
#print axioms OpticalBlochSteadyState.power_broadening
-- 'OpticalBlochSteadyState.power_broadening' depends on axioms: [propext, Classical.choice, Quot.sound]
#print axioms OpticalBlochSteadyState.population_attained
-- 'OpticalBlochSteadyState.population_attained' depends on axioms: [propext, Classical.choice, Quot.sound]
#print axioms OpticalBlochSteadyState.relaxation
-- 'OpticalBlochSteadyState.relaxation' depends on axioms: [propext, Classical.choice, Quot.sound]
```
